# Every eigenvector of the harmonic oscillator's lowering operator is normalisable

The theorem `eigen_sq_norm` concerns a single harmonic oscillator and a sequence of complex amplitudes `c n` in the number basis, not assumed normalised or even square-summable. If the sequence satisfies the eigenvalue equation of the lowering operator for a complex number z, then the sum of |c n|² over all levels converges to |c 0|² exp(|z|²). For a normalised eigenvector, therefore, |c 0|² is exp(−|z|²). The attempt takes the exponential series for |z|², multiplies it by |c 0|², and asks `simpa only` to match its terms with the weights |c n|² by means of the earlier theorem `eigen_weight`.

This version doesn't compile in Lean 4 with Mathlib:

```lean
import Mathlib

open ComplexConjugate

namespace OscillatorCoherentStates

noncomputable section

/-- The lowering operator of the harmonic oscillator, acting on the amplitudes `c n` of a state
in the number basis. -/
def lower (c : ℕ → ℂ) (n : ℕ) : ℂ := (Real.sqrt ((n : ℝ) + 1) : ℂ) * c (n + 1)

/-- The unnormalised coherent state with amplitudes `z ^ n / √(n!)` in the number basis. -/
def coherent (z : ℂ) (n : ℕ) : ℂ := z ^ n / (Real.sqrt (n.factorial : ℝ) : ℂ)

/-- The matrix element `√(n+1)` of the lowering operator is nonzero. -/
lemma sqrt_succ_ne_zero (n : ℕ) : (Real.sqrt ((n : ℝ) + 1) : ℂ) ≠ 0 := by
  have h : 0 < Real.sqrt ((n : ℝ) + 1) := Real.sqrt_pos.mpr (by positivity)
  exact Complex.ofReal_ne_zero.mpr h.ne'

/-- The coherent state satisfies the eigenvalue equation of the lowering operator for `z`. -/
theorem lower_coherent (z : ℂ) : lower (coherent z) = z • coherent z := by
  funext n
  have h : Real.sqrt ((n + 1).factorial : ℝ)
      = Real.sqrt ((n : ℝ) + 1) * Real.sqrt (n.factorial : ℝ) := by
    rw [Nat.factorial_succ, Nat.cast_mul, Nat.cast_add, Nat.cast_one,
      Real.sqrt_mul (by positivity)]
  simp only [lower, coherent, Pi.smul_apply, smul_eq_mul]
  -- the matrix element cancels against the new factor of the factorial
  rw [h, Complex.ofReal_mul, ← mul_div_assoc, mul_div_mul_left _ _ (sqrt_succ_ne_zero n),
    pow_succ', mul_div_assoc]

/-- A sequence of amplitudes satisfies the eigenvalue equation of the lowering operator for `z`
exactly when it is its ground-level amplitude times the coherent state. -/
theorem lower_eigen_iff (z : ℂ) (c : ℕ → ℂ) :
    lower c = z • c ↔ c = c 0 • coherent z := by
  have hz : ∀ n : ℕ, (Real.sqrt ((n : ℝ) + 1) : ℂ) * coherent z (n + 1) = z * coherent z n :=
    fun n => congrFun (lower_coherent z) n
  constructor
  · intro h
    have hc : ∀ n : ℕ, (Real.sqrt ((n : ℝ) + 1) : ℂ) * c (n + 1) = z * c n :=
      fun n => congrFun h n
    funext n
    change c n = c 0 * coherent z n
    -- the eigenvalue equation fixes each amplitude from the one below
    induction n with
    | zero => simp [coherent]
    | succ n ih =>
      apply mul_left_cancel₀ (sqrt_succ_ne_zero n)
      linear_combination hc n + z * ih - c 0 * hz n
  · intro h
    have e : ∀ n, c n = c 0 * coherent z n := fun n => congrFun h n
    funext n
    change (Real.sqrt ((n : ℝ) + 1) : ℂ) * c (n + 1) = z * c n
    rw [e (n + 1), e n]
    linear_combination c 0 * hz n

/-- The weight of level `n` in an eigenvector of the lowering operator is
`|c 0|² |z|²ⁿ / n!`. -/
theorem eigen_weight {z : ℂ} {c : ℕ → ℂ} (h : lower c = z • c) (n : ℕ) :
    ‖c n‖ ^ 2 = ‖c 0‖ ^ 2 * ((‖z‖ ^ 2) ^ n / (n.factorial : ℝ)) := by
  have e : c n = c 0 * coherent z n := congrFun ((lower_eigen_iff z c).mp h) n
  rw [e, norm_mul, mul_pow]
  congr 1
  rw [coherent, norm_div, norm_pow, Complex.norm_real, Real.norm_eq_abs, div_pow, sq_abs,
    Real.sq_sqrt (Nat.cast_nonneg _), ← pow_mul, ← pow_mul, mul_comm n 2]

/-- Every eigenvector of the lowering operator has the finite squared norm
`|c 0|² exp(|z|²)`. -/
theorem eigen_sq_norm {z : ℂ} {c : ℕ → ℂ} (h : lower c = z • c) :
    HasSum (fun n => ‖c n‖ ^ 2) (‖c 0‖ ^ 2 * Real.exp (‖z‖ ^ 2)) := by
  have hs := NormedSpace.expSeries_div_hasSum_exp (‖z‖ ^ 2 : ℝ)
  rw [← Real.exp_eq_exp_ℝ] at hs
  simpa only [eigen_weight h] using hs.mul_left (‖c 0‖ ^ 2)

end

end OscillatorCoherentStates
```

Compiling this gives:

```
Main.lean:74:2: error: Tactic `simp` failed with a nested error:
maximum recursion depth has been reached
use `set_option maxRecDepth <num>` to increase limit
use `set_option diagnostics true` to get diagnostic information
```

The repair, with which the file compiles:

```diff
@@ -72,5 +72,8 @@
   have hs := NormedSpace.expSeries_div_hasSum_exp (‖z‖ ^ 2 : ℝ)
   rw [← Real.exp_eq_exp_ℝ] at hs
-  simpa only [eigen_weight h] using hs.mul_left (‖c 0‖ ^ 2)
+  have e : (fun n => ‖c n‖ ^ 2)
+      = fun n => ‖c 0‖ ^ 2 * ((‖z‖ ^ 2) ^ n / (n.factorial : ℝ)) := funext (eigen_weight h)
+  rw [e]
+  exact hs.mul_left (‖c 0‖ ^ 2)
 
 end
```

The message says that `simp`, which `simpa` runs, reached its maximum recursion depth. The cause is that `eigen_weight h` loops as a simp rule. It rewrites `‖c n‖ ^ 2`, for any `n`, to a product whose first factor is `‖c 0‖ ^ 2`. That factor is itself an instance of the left-hand side, with `n` equal to 0, so `simp` rewrites it again, gets another `‖c 0‖ ^ 2`, and never finishes.

The repair uses the same equation, but only once. `funext` turns it into an equality `e` between two whole functions of `n`, and `rw [e]` replaces the summand in the goal by the right-hand function. Unlike `simp`, `rw` does not go back to rewrite the result, and the left-hand side of `e` is now the whole function, so a lone `‖c 0‖ ^ 2` is left as it is. The goal is then the statement of `hs.mul_left (‖c 0‖ ^ 2)`, and `exact` closes it.
